# A second-order Brillouin-Wigner energy below every level of a two-state system

The theorem concerns a two-state Hamiltonian with unperturbed energies 0 and 3 and perturbation `!![0, 2; 2, 3]`, the state of energy 0 being the reference. It says that the second-order Brillouin-Wigner equation holds at E = −1, while every energy level μ of the full Hamiltonian satisfies μ > −1, so a solution of the second-order equation need not be an upper bound to the ground-state energy. A level is defined by an eigenvector that is nonzero but need not be normalised. The proof computes the reduced resolvent at −1 to check the equation, then writes the eigenvalue equation in components and derives μ² − 6μ − 4 = 0, which rules out μ ≤ −1.

In Lean, a first try:

```lean
import Mathlib

open Matrix
open scoped ComplexOrder

namespace SecondOrderBelowSpectrum

noncomputable section

variable {n : Type*} [Fintype n] [DecidableEq n]

/-- The Hamiltonian `H0 + V`, with `H0` diagonal and real with energies `ε`. -/
def hamiltonian (ε : n → ℝ) (V : Matrix n n ℂ) : Matrix n n ℂ :=
  diagonal (fun i => (ε i : ℂ)) + V

/-- The reduced resolvent `T(E)`: zero on the reference state `o` and `1 / (E - ε i)` on every
other state, for `E` different from the energies of those other states. -/
def reducedResolvent (ε : n → ℝ) (o : n) (E : ℝ) : Matrix n n ℂ :=
  diagonal (fun i => if i = o then 0 else 1 / ((E : ℂ) - ε i))

/-- The Brillouin-Wigner energy of order `M`: the reference energy plus the diagonal elements
`(V(TV)^k)_oo` for `k < M`, with `T = T(E)`. -/
def bwEnergy (ε : n → ℝ) (V : Matrix n n ℂ) (o : n) (E : ℝ) (M : ℕ) : ℂ :=
  ε o + ∑ k ∈ Finset.range M, (V * (reducedResolvent ε o E * V) ^ k) o o

/-- A real number `μ` is an energy level of `H` if `H φ = μ φ` for some nonzero state `φ`. -/
def IsLevel (H : Matrix n n ℂ) (μ : ℝ) : Prop :=
  ∃ φ : n → ℂ, φ ≠ 0 ∧ H *ᵥ φ = (μ : ℂ) • φ

/-- Second order gives no upper bound: for unperturbed energies `0, 3`, perturbation
`!![0, 2; 2, 3]` and reference state `0`, the second-order equation holds at `E = -1`, yet every
energy level of the Hamiltonian lies above `-1`. -/
theorem second_order_below_spectrum :
    bwEnergy ![0, 3] !![0, 2; 2, 3] 0 (-1) 2 = -1 ∧
      ∀ μ, IsLevel (hamiltonian ![0, 3] !![0, 2; 2, 3]) μ → -1 < μ := by
  have hT : reducedResolvent ![0, 3] 0 (-1) = !![0, 0; 0, -1 / 4] := by
    ext i j : 2
    fin_cases i <;> fin_cases j <;> simp [reducedResolvent] <;> norm_num
  constructor
  · simp [bwEnergy, hT, Finset.sum_range_succ] <;> norm_num
  · rintro μ ⟨φ, hφ, h⟩
    have h0 : 2 * φ 1 = μ * φ 0 := by
      have := congrFun h 0
      simpa [hamiltonian, add_mulVec, mulVec_diagonal, mulVec, dotProduct,
        Fin.sum_univ_two] using this
    have h1 : 3 * φ 1 + (2 * φ 0 + 3 * φ 1) = μ * φ 1 := by
      have := congrFun h 1
      simpa [hamiltonian, add_mulVec, mulVec_diagonal, mulVec, dotProduct,
        Fin.sum_univ_two] using this
    have hne : φ 1 ≠ 0 := fun hz => hφ (by
      have hz0 : φ 0 = 0 := by linear_combination h1 / 2 + (μ - 6) / 2 * hz
      funext i
      fin_cases i
      · exact hz0
      · exact hz)
    -- the secular equation of the two-level system
    have hq : ((μ : ℂ) ^ 2 - 6 * μ - 4) = 0 := by
      apply (mul_eq_zero.mp _).resolve_right hne
      linear_combination (-2) * h0 - μ * h1
    have hr : μ ^ 2 - 6 * μ - 4 = 0 := by exact_mod_cast hq
    nlinarith [sq_nonneg (μ + 1)]

end

end SecondOrderBelowSpectrum
```

Lean reports:

```
Main.lean:48:6: error: Type mismatch: After simplification, term
  this
 has type
  2 * φ 0 + (3 + 3) * φ 1 = ↑μ * φ 1
but is expected to have type
  3 * φ 1 + (2 * φ 0 + 3 * φ 1) = ↑μ * φ 1
```

Diagnosis. The error is in `h1`, the second component of the eigenvalue equation. The attempt states it with the diagonal part and the perturbation multiplied out separately, as `3 * φ 1 + (2 * φ 0 + 3 * φ 1)`. Simplifying `this` instead gives `2 * φ 0 + (3 + 3) * φ 1`, where the two matrices have been added entry by entry before multiplying the vector. The two sides are equal by algebra, but `simpa` needs the simplified forms to match, and its simplification does not bring them together.

The repair no longer states the component equations in advance. It takes both from `congrFun` and keeps whatever form `simp` gives them. The later `linear_combination` steps can use that form, since they check their identities by ring algebra, to which the grouping of terms is indifferent. `add_mulVec` and `mulVec_diagonal` are dropped from the `simp` list because the split form is no longer wanted. Putting `norm_num` on its own line in the two earlier places is mere tidying.

The mended proof, as a diff:

```diff
@@ -36,16 +36,13 @@
   have hT : reducedResolvent ![0, 3] 0 (-1) = !![0, 0; 0, -1 / 4] := by
     ext i j : 2
-    fin_cases i <;> fin_cases j <;> simp [reducedResolvent] <;> norm_num
+    fin_cases i <;> fin_cases j <;> simp [reducedResolvent]
+    norm_num
   constructor
-  · simp [bwEnergy, hT, Finset.sum_range_succ] <;> norm_num
+  · simp [bwEnergy, hT, Finset.sum_range_succ]
+    norm_num
   · rintro μ ⟨φ, hφ, h⟩
-    have h0 : 2 * φ 1 = μ * φ 0 := by
-      have := congrFun h 0
-      simpa [hamiltonian, add_mulVec, mulVec_diagonal, mulVec, dotProduct,
-        Fin.sum_univ_two] using this
-    have h1 : 3 * φ 1 + (2 * φ 0 + 3 * φ 1) = μ * φ 1 := by
-      have := congrFun h 1
-      simpa [hamiltonian, add_mulVec, mulVec_diagonal, mulVec, dotProduct,
-        Fin.sum_univ_two] using this
+    have h0 := congrFun h 0
+    have h1 := congrFun h 1
+    simp [hamiltonian, mulVec, dotProduct, Fin.sum_univ_two] at h0 h1
     have hne : φ 1 ≠ 0 := fun hz => hφ (by
       have hz0 : φ 0 = 0 := by linear_combination h1 / 2 + (μ - 6) / 2 * hz
```
